# A Phase Weight Turns the Fermionic Trace of a Spin-1/2 into Its Spin Trace

When a spin-1/2 is written in terms of two fermionic modes, a thermal trace over the Fock space also counts the empty and doubly occupied states, which are not states of the spin. For one such spin coupled to a system of finite dimension, the following Lean file proves that the weight \(e^{-i\pi(n-1)/2}\), with \(n\) the fermion number, makes these extra contributions cancel.

```lean
import Mathlib

open Matrix
open NormedSpace (exp)
open scoped Kronecker

namespace PopovFedotov

noncomputable section

/-- Annihilators of the modes up (0) and down (1) in the basis: empty, up, down, doubly occupied. -/
def ann : Fin 2 → Matrix (Fin 4) (Fin 4) ℂ :=
  ![!![0, 1, 0, 0; 0, 0, 0, 0; 0, 0, 0, 1; 0, 0, 0, 0],
    !![0, 0, 1, 0; 0, 0, 0, -1; 0, 0, 0, 0; 0, 0, 0, 0]]

/-- The three Pauli matrices. -/
def pauli : Fin 3 → Matrix (Fin 2) (Fin 2) ℂ :=
  ![!![0, 1; 1, 0], !![0, -Complex.I; Complex.I, 0], !![1, 0; 0, -1]]

/-- Half the Pauli matrices. -/
def halfPauli (a : Fin 3) : Matrix (Fin 2) (Fin 2) ℂ := (1 / 2 : ℂ) • pauli a

/-- The Abrikosov spin operators on the two-mode Fock space. -/
def spin (a : Fin 3) : Matrix (Fin 4) (Fin 4) ℂ :=
  (1 / 2 : ℂ) • ∑ i, ∑ j, pauli a i j • ((ann i)ᴴ * ann j)

/-- The fermion number operator. -/
def number : Matrix (Fin 4) (Fin 4) ℂ := ∑ i, (ann i)ᴴ * ann i

/-- The Popov-Fedotov weight, the exponential of `-iπ(n-1)/2`. -/
def phase : Matrix (Fin 4) (Fin 4) ℂ :=
  exp ((-((Real.pi : ℂ) / 2 * Complex.I)) • (number - 1))

/-- The operator `∑ S_a ⊗ B_a + 1 ⊗ B₀` coupling a spin to another system. -/
def coupled {k d : Type*} [DecidableEq k] (S : Fin 3 → Matrix k k ℂ)
    (B : Fin 3 → Matrix d d ℂ) (B0 : Matrix d d ℂ) : Matrix (k × d) (k × d) ℂ :=
  ∑ a, S a ⊗ₖ B a + (1 : Matrix k k ℂ) ⊗ₖ B0

/-- The embedding of the two spin states as the singly occupied Fock states. -/
def embed : Matrix (Fin 4) (Fin 2) ℂ := !![0, 0; 1, 0; 0, 1; 0, 0]

/-- The operator taking the doubly occupied state to the empty one and the others to zero. -/
def pair : Matrix (Fin 4) (Fin 4) ℂ := !![0, 0, 0, 1; 0, 0, 0, 0; 0, 0, 0, 0; 0, 0, 0, 0]

/-- The two modes obey the canonical anticommutation relations. -/
theorem anticommutation (i j : Fin 2) :
    ann i * (ann j)ᴴ + (ann j)ᴴ * ann i = (if i = j then 1 else 0) ∧
      ann i * ann j + ann j * ann i = 0 := by
  constructor <;> fin_cases i <;> fin_cases j <;> ext k l <;> fin_cases k <;> fin_cases l <;>
    simp [ann, Matrix.mul_apply, Matrix.vecMul, dotProduct, Fin.sum_univ_four]

/-- The Abrikosov spin acts as half the Pauli matrices on the singly occupied states and as zero
on the empty and doubly occupied ones. -/
theorem spin_eq (a : Fin 3) : spin a = embed * halfPauli a * embedᵀ := by
  fin_cases a <;> ext k l <;> fin_cases k <;> fin_cases l <;>
    simp [spin, halfPauli, pauli, ann, embed, Matrix.mul_apply, Fin.sum_univ_four,
      Fin.sum_univ_two]

private lemma embed_iso : embedᵀ * embed = 1 := by
  ext i j
  fin_cases i <;> fin_cases j <;> simp [embed, Matrix.mul_apply, Fin.sum_univ_four]

private lemma spin_embed (a : Fin 3) : spin a * embed = embed * halfPauli a := by
  rw [spin_eq, Matrix.mul_assoc, embed_iso, Matrix.mul_one]

private lemma spin_pair (a : Fin 3) : spin a * pair = pair * spin a := by
  have h1 : embedᵀ * pair = 0 := by
    ext i j
    fin_cases i <;> fin_cases j <;> simp [embed, pair, Matrix.mul_apply, Fin.sum_univ_four]
  have h2 : pair * embed = 0 := by
    ext i j
    fin_cases i <;> fin_cases j <;>
      simp [embed, pair, Matrix.mul_apply, Fin.sum_univ_four]
  rw [spin_eq, Matrix.mul_assoc, h1, Matrix.mul_zero, ← Matrix.mul_assoc, ← Matrix.mul_assoc,
    h2, Matrix.zero_mul, Matrix.zero_mul]

private lemma spin_mul (a b : Fin 3) :
    spin a * spin b = embed * (halfPauli a * halfPauli b) * embedᵀ := by
  rw [spin_eq b, ← Matrix.mul_assoc, ← Matrix.mul_assoc, spin_embed, Matrix.mul_assoc embed]

private lemma number_eq : number = diagonal ![0, 1, 1, 2] := by
  ext i j
  fin_cases i <;> fin_cases j <;>
    simp [number, ann, Matrix.mul_apply, Fin.sum_univ_four, Fin.sum_univ_two]
  norm_num

/-- The Abrikosov spins obey the su(2) relations `[S_a, S_{a+1}] = i S_{a+2}`, indices mod 3. -/
theorem spin_comm (a : Fin 3) :
    spin a * spin (a + 1) - spin (a + 1) * spin a = Complex.I • spin (a + 2) := by
  have h : halfPauli a * halfPauli (a + 1) - halfPauli (a + 1) * halfPauli a
      = Complex.I • halfPauli (a + 2) := by
    fin_cases a <;> ext i j <;> fin_cases i <;> fin_cases j <;>
      simp [halfPauli, pauli, Complex.ext_iff] <;> norm_num
  rw [spin_mul, spin_mul, ← Matrix.sub_mul, ← Matrix.mul_sub, h, spin_eq, Matrix.mul_smul,
    Matrix.smul_mul]

/-- The total spin squared is `(3/4) n (2 - n)`. -/
theorem spin_sq : ∑ a, spin a * spin a = (3 / 4 : ℂ) • (number * ((2 : ℂ) • 1 - number)) := by
  have h (a : Fin 3) : halfPauli a * halfPauli a = (1 / 4 : ℂ) • 1 := by
    fin_cases a <;> ext i j <;> fin_cases i <;> fin_cases j <;>
      simp [halfPauli, pauli, Matrix.mul_apply, Fin.sum_univ_two, Complex.ext_iff] <;> norm_num
  simp only [spin_mul, h, number_eq, Fin.sum_univ_three]
  ext i j
  fin_cases i <;> fin_cases j <;>
    simp [embed, Matrix.mul_apply, Matrix.vecMul, dotProduct, Fin.sum_univ_two,
      Matrix.diagonal_apply, Matrix.one_apply] <;> norm_num

variable {m k d : Type*} [Fintype m] [DecidableEq m] [Fintype k] [DecidableEq k]
  [Fintype d] [DecidableEq d]

private lemma hasSum_exp (A : Matrix m m ℂ) :
    HasSum (fun j : ℕ => ((j.factorial : ℂ)⁻¹) • A ^ j) (exp A) := by
  let : NormedRing (Matrix m m ℂ) := Matrix.linftyOpNormedRing
  let : NormedAlgebra ℂ (Matrix m m ℂ) := Matrix.linftyOpNormedAlgebra
  exact NormedSpace.exp_series_hasSum_exp' (𝕂 := ℂ) A

/-- A map that intertwines two operators also intertwines their exponentials. -/
theorem exp_intertwine {A : Matrix m m ℂ} {K : Matrix k k ℂ} {W : Matrix m k ℂ}
    (h : A * W = W * K) : exp A * W = W * exp K := by
  have hp (j : ℕ) : A ^ j * W = W * K ^ j := by
    induction j with
    | zero => simp
    | succ j ih => rw [pow_succ, pow_succ, Matrix.mul_assoc, h, ← Matrix.mul_assoc, ih,
        Matrix.mul_assoc]
  have h1 : HasSum (fun j : ℕ => (((j.factorial : ℂ)⁻¹) • A ^ j) * W) (exp A * W) :=
    (hasSum_exp A).map (Matrix.addMonoidHomMulRight W)
      (continuous_id.matrix_mul continuous_const)
  have h2 : HasSum (fun j : ℕ => W * (((j.factorial : ℂ)⁻¹) • K ^ j)) (W * exp K) :=
    (hasSum_exp K).map (Matrix.addMonoidHomMulLeft W)
      (continuous_const.matrix_mul continuous_id)
  simp only [Matrix.smul_mul, Matrix.mul_smul, hp] at h1 h2
  exact h1.unique h2

private lemma sector_trace {A O : Matrix m m ℂ} {K Q : Matrix k k ℂ} {W : Matrix m k ℂ}
    (W' : Matrix k m ℂ) (hA : A * W = W * K) (hO : O * W = W * Q) :
    trace (exp A * O * (W * W')) = trace (exp K * Q * (W' * W)) := by
  rw [← Matrix.mul_assoc _ W W', Matrix.mul_assoc _ O W, hO, ← Matrix.mul_assoc _ W Q,
    exp_intertwine hA, Matrix.mul_assoc W, Matrix.mul_assoc W, Matrix.trace_mul_comm W,
    Matrix.mul_assoc _ W' W]

private lemma coupled_intertwine {S : Fin 3 → Matrix m m ℂ} {T : Fin 3 → Matrix k k ℂ}
    {V : Matrix m k ℂ} (h : ∀ a, S a * V = V * T a) (B : Fin 3 → Matrix d d ℂ)
    (B0 : Matrix d d ℂ) :
    coupled S B B0 * (V ⊗ₖ (1 : Matrix d d ℂ)) = (V ⊗ₖ (1 : Matrix d d ℂ)) * coupled T B B0 := by
  simp only [coupled, Matrix.add_mul, Matrix.mul_add, Matrix.sum_mul, Matrix.mul_sum,
    ← Matrix.mul_kronecker_mul, h, Matrix.one_mul, Matrix.mul_one]

private lemma sector_average {T : Fin 3 → Matrix k k ℂ} {V : Matrix (Fin 4) k ℂ}
    (V' : Matrix k (Fin 4) ℂ) (h : ∀ a, spin a * V = V * T a) (β : ℂ)
    (B C : Fin 3 → Matrix d d ℂ) (B0 C0 : Matrix d d ℂ) :
    trace (exp ((-β) • coupled spin B B0) * coupled spin C C0 *
      ((V * V') ⊗ₖ (1 : Matrix d d ℂ))) =
    trace (exp ((-β) • coupled T B B0) * coupled T C C0 *
      ((V' * V) ⊗ₖ (1 : Matrix d d ℂ))) := by
  rw [← Matrix.one_mul (1 : Matrix d d ℂ), Matrix.mul_kronecker_mul, Matrix.mul_kronecker_mul]
  exact sector_trace _ (by rw [Matrix.smul_mul, Matrix.mul_smul, coupled_intertwine h])
    (coupled_intertwine h C C0)

/-- The Popov-Fedotov weight is `i, 1, 1, -i` on the empty, up, down and doubly occupied states. -/
theorem phase_eq : phase = diagonal ![Complex.I, 1, 1, -Complex.I] := by
  have hI : Complex.exp ((Real.pi : ℂ) / 2 * Complex.I) = Complex.I := by
    rw [Complex.exp_mul_I, Complex.cos_pi_div_two, Complex.sin_pi_div_two]
    simp
  have hd : (-((Real.pi : ℂ) / 2 * Complex.I)) • (number - 1) =
      diagonal ![(Real.pi : ℂ) / 2 * Complex.I, 0, 0, -((Real.pi : ℂ) / 2 * Complex.I)] := by
    rw [number_eq]
    ext i j
    fin_cases i <;> fin_cases j <;> simp <;> norm_num
  -- the exponential of a tuple is taken componentwise
  have hc (v : Fin 4 → ℂ) (i : Fin 4) : exp v i = Complex.exp (v i) := by
    rw [Complex.exp_eq_exp_ℂ]
    exact (Pi.hasSum.1 (NormedSpace.exp_series_hasSum_exp' (𝕂 := ℂ) v) i).unique
      (NormedSpace.exp_series_hasSum_exp' (𝕂 := ℂ) (v i))
  have he : exp (![(Real.pi : ℂ) / 2 * Complex.I, 0, 0, -((Real.pi : ℂ) / 2 * Complex.I)] :
      Fin 4 → ℂ) = ![Complex.I, 1, 1, -Complex.I] := by
    funext i
    rw [hc]
    fin_cases i <;> simp [hI, Complex.exp_neg]
  rw [phase, hd, Matrix.exp_diagonal]
  exact congrArg diagonal he

/-- Weighted Fock-space traces with an inserted observable `∑ S_a ⊗ C_a + 1 ⊗ C₀` equal the
traces with the Abrikosov spins replaced by half the Pauli matrices. -/
theorem popov_fedotov_average (β : ℂ) (B C : Fin 3 → Matrix d d ℂ) (B0 C0 : Matrix d d ℂ) :
    trace (exp ((-β) • coupled spin B B0) * coupled spin C C0 * (phase ⊗ₖ (1 : Matrix d d ℂ))) =
    trace (exp ((-β) • coupled halfPauli B B0) * coupled halfPauli C C0) := by
  have hs : phase = embed * embedᵀ + Complex.I • (pair * pairᵀ) +
      (-Complex.I) • (pairᵀ * pair) := by
    rw [phase_eq]
    ext i j
    fin_cases i <;> fin_cases j <;> simp [embed, pair, Matrix.mul_apply, Matrix.vecMul,
      dotProduct, Fin.sum_univ_two, Fin.sum_univ_four]
  -- the empty and doubly occupied sectors have equal traces and opposite weights
  simp only [hs, Matrix.add_kronecker, Matrix.smul_kronecker, Matrix.mul_add, Matrix.mul_smul,
    Matrix.trace_add, Matrix.trace_smul, smul_eq_mul]
  rw [sector_average embedᵀ spin_embed, sector_average pairᵀ spin_pair, embed_iso,
    Matrix.one_kronecker_one, Matrix.mul_one]
  ring

/-- Popov-Fedotov identity: the weighted Fock-space trace of `exp(-βH)` equals the partition
trace in which the Abrikosov spins are replaced by half the Pauli matrices. -/
theorem popov_fedotov (β : ℂ) (B : Fin 3 → Matrix d d ℂ) (B0 : Matrix d d ℂ) :
    trace (exp ((-β) • coupled spin B B0) * (phase ⊗ₖ (1 : Matrix d d ℂ))) =
    trace (exp ((-β) • coupled halfPauli B B0)) := by
  have h1 : coupled spin (0 : Fin 3 → Matrix d d ℂ) 1 = 1 := by simp [coupled]
  have h2 : coupled halfPauli (0 : Fin 3 → Matrix d d ℂ) 1 = 1 := by simp [coupled]
  have h := popov_fedotov_average β B 0 B0 1
  rwa [h1, h2, Matrix.mul_one, Matrix.mul_one] at h

end

end PopovFedotov
```

```lean
#print axioms PopovFedotov.spin_comm
#print axioms PopovFedotov.spin_sq
#print axioms PopovFedotov.phase_eq
#print axioms PopovFedotov.popov_fedotov
```

```
'PopovFedotov.spin_comm' depends on axioms: [propext, Classical.choice, Quot.sound]
'PopovFedotov.spin_sq' depends on axioms: [propext, Classical.choice, Quot.sound]
'PopovFedotov.phase_eq' depends on axioms: [propext, Classical.choice, Quot.sound]
'PopovFedotov.popov_fedotov' depends on axioms: [propext, Classical.choice, Quot.sound]
```

## The spins vanish on the empty and doubly occupied states

Let \(c_0\) and \(c_1\) annihilate a fermion in the modes up and down. The Fock space has the basis \(|{\rm empty}\rangle\), \(|0\rangle=c_0^\dagger|{\rm empty}\rangle\), \(|1\rangle=c_1^\dagger|{\rm empty}\rangle\) and \(|{\rm full}\rangle=c_0^\dagger c_1^\dagger|{\rm empty}\rangle\). With the Pauli matrices \(\sigma_a\), \(a=0,1,2\) for \(x,y,z\), the Abrikosov spins are

\[
S_a=\tfrac12\sum_{i,j}(\sigma_a)_{ij}\,c_i^\dagger c_j .
\]

On the empty state every \(c_j\) gives zero. On the full state, \(c_i^\dagger c_j\) gives zero for \(i\ne j\), because mode \(i\) is still occupied, and returns the state for \(i=j\). Hence \(S_a|{\rm full}\rangle=\tfrac12(\operatorname{tr}\sigma_a)|{\rm full}\rangle=0\). On a singly occupied state, \(c_i^\dagger c_j|l\rangle=\delta_{jl}|i\rangle\), so \(S_a|l\rangle=\tfrac12\sum_i(\sigma_a)_{il}|i\rangle\).

Let \(V\) be the \(4\times2\) matrix that embeds the two spin states as \(|0\rangle\) and \(|1\rangle\). Then \(V^TV=1\), and the three cases together say

\[
S_a=V\,\tfrac{\sigma_a}{2}\,V^T,\qquad S_aS_b=V\,\tfrac{\sigma_a\sigma_b}{4}\,V^T .
\]

The spin algebra follows from that of the Pauli matrices: \([S_a,S_{a+1}]=iS_{a+2}\), with indices modulo 3. Since \(\sigma_a^2=1\), the sum of squares is \(\tfrac34VV^T\). The operator \(n(2-n)\) has the values \(0,1,1,0\) on the four basis states, so it equals \(VV^T\), and \(\sum_aS_a^2=\tfrac34n(2-n)\).

## Two equal traces with weights \(i\) and \(-i\)

Couple the spin to a second system of dimension \(d\) through arbitrary \(d\times d\) matrices \(B_a\) and \(B_0\), and insert an observable built from matrices \(C_a\) and \(C_0\):

\[
H=\sum_aS_a\otimes B_a+1\otimes B_0,\qquad X=\sum_aS_a\otimes C_a+1\otimes C_0 .
\]

Let \(K\) and \(Y\) be the same expressions with \(S_a\) replaced by \(\sigma_a/2\).

From \(S_aV=V\sigma_a/2\) it follows that \(\hat V=V\otimes1\) satisfies \(H\hat V=\hat VK\) and \(X\hat V=\hat VY\). By induction \(H^j\hat V=\hat VK^j\), and summing the exponential series gives \(e^{-\beta H}\hat V=\hat Ve^{-\beta K}\). The singly occupied sector therefore contributes

\[
\operatorname{tr}(e^{-\beta H}X\hat V\hat V^T)=\operatorname{tr}(\hat Ve^{-\beta K}Y\hat V^T)=\operatorname{tr}(e^{-\beta K}Y),
\]

by cyclicity and \(\hat V^T\hat V=1\).

For the other two sectors, let \(R=|{\rm empty}\rangle\langle{\rm full}|\). Both \(S_aR\) and \(RS_a\) vanish, so \(\hat R=R\otimes1\) commutes with \(H\) and \(X\). Cyclicity then gives

\[
\operatorname{tr}(e^{-\beta H}X\hat R\hat R^T)=\operatorname{tr}(e^{-\beta H}X\hat R^T\hat R).
\]

Here \(RR^T\) projects onto the empty state and \(R^TR\) onto the full one, so the two sectors have the same trace, which we call \(t\).

The weight \(\Phi=e^{-i\pi(n-1)/2}\) is \(i,1,1,-i\) on the four basis states, that is, \(\Phi=VV^T+iRR^T-iR^TR\). Consequently

\[
\operatorname{tr}\bigl(e^{-\beta H}X(\Phi\otimes1)\bigr)=\operatorname{tr}(e^{-\beta K}Y)+it-it=\operatorname{tr}(e^{-\beta K}Y).
\]

Taking \(C_a=0\) and \(C_0=1\) makes \(X\) and \(Y\) identities and leaves the partition traces.

## One spin and a finite partner, with any complex \(\beta\)

In Lean, `ann 0` and `ann 1` are explicit \(4\times4\) matrices in the basis above. The sign in `ann 1` encodes the order of creation operators in the full state, and `anticommutation` confirms that these matrices are fermionic annihilators. The definitions `spin`, `number` and `phase` are \(S_a\), \(n\) and \(\Phi\), while `embed` and `pair` are \(V\) and \(R\). The function `coupled` builds \(H\) and \(X\) from `spin`, and \(K\) and \(Y\) from `halfPauli`.

The theorem `popov_fedotov` equates the two partition traces, and `popov_fedotov_average` does so with the observable inserted. Despite its name, the latter concerns unnormalised traces; a thermal average is its value divided by the partition trace, when that is nonzero.

No matrix has to be Hermitian and `β` is any complex number. A thermal state corresponds to Hermitian \(H\) and real \(\beta=1/(k_BT)\), and imaginary \(\beta\) gives traces of the time evolution.

Since \(1\) and the \(\sigma_a\) span the \(2\times2\) matrices, \(K\) and \(Y\) can be any operators on the spin and its partner. On the Fock side the form is a real restriction: \(H\) and \(X\) must act alike on the empty and full sectors. The number operator does not: with it inserted, the two contributions are \(0\) and \(-2i\operatorname{tr}e^{-\beta B_0}\), which do not cancel for real \(\beta\), Hermitian \(B_0\) and \(d\ge1\).

The partner has finite dimension, which excludes an untruncated bosonic bath. The Popov–Fedotov method is also known as a diagram technique for lattices of spins, whereas these theorems contain the trace identity for a single fermionized spin. Further spins could be treated one site at a time, with the phases of the remaining sites multiplied into the \(C_a\) and \(C_0\), but that iteration is not carried out in the file. For simulations that represent a spin by fermions, the identity means that, for one spin with a finite partner, a weight in the trace can replace the projection onto single occupation in the partition trace and in traces with an observable of the form \(X\).

## From matrix entries to cancelling sectors

The finite matrix facts are checked entry by entry: `fin_cases` runs through the indices and `simp` evaluates each entry. This proves `anticommutation` and `spin_eq`, the formula \(S_a=V(\sigma_a/2)V^T\). The lemmas `spin_embed`, `spin_pair` and `spin_mul` then derive from it the relations with \(V\) and \(R\) and the product rule. With these, `spin_comm` and `spin_sq` reduce to \(2\times2\) Pauli identities and, for the square, the diagonal form of \(n\) in `number_eq`.

The analytic step is `exp_intertwine`. Its induction proves the relation for powers. Multiplication by a fixed matrix is continuous, so it can be applied to the convergent series term by term; both sides are then sums of the same series, and uniqueness of the sum finishes the argument.

The lemma `sector_trace` combines this with cyclicity of the trace. `coupled_intertwine` carries a relation for the spins over to the coupled operators, and `sector_average` puts the two together. That lemma serves twice: with `embed` it reduces the singly occupied sector to the spin trace, and with `pair` it turns the trace over the empty sector into the one over the full sector.

`phase_eq` computes the exponential of a diagonal matrix componentwise. In `popov_fedotov_average`, the step `hs` splits the weight into its three parts, the two uses of `sector_average` follow, and `ring` cancels the terms with \(i\) and \(-i\). The partition identity is the special case with `C = 0` and `C0 = 1`.

## The weight as an imaginary chemical potential

The weight could also have been put into the Hamiltonian. For \(\beta\neq0\), since \(n\) commutes with every \(S_a\),

\[
e^{-\beta H}(\Phi\otimes1)=i\,e^{-\beta(H-\mu\,n\otimes1)},\qquad \mu=-\frac{i\pi}{2\beta}.
\]

The statement would then show a single exponential with an imaginary chemical potential (for real \(\beta\)), in the form of a grand canonical trace. It would need \(\beta\neq0\) and a proof that the exponentials combine, and for real \(\beta\) its Hamiltonian would not be Hermitian even for a Hermitian \(H\). With the weight as a separate factor, \(\beta=0\) is included.
